# The canonical recursion for non-interacting bosons on finitely many levels

Put two bosons into two levels with Boltzmann factors $x$ and $y$. The three states have total weight $h_2=x^2+xy+y^2$. Weighting each state by the occupation of the first level gives
$$2x^2+xy=x(x+y)+x^2.$$
The first term collects the states with at least one boson there, the second those with two. Adding the same identity for the second level gives
$$2h_2=(x+y)(x+y)+(x^2+y^2)=p_1h_1+p_2h_0,$$
where $h_N$ is the total weight of all $N$-boson states, with $h_0=1$, and $p_k$ is the sum of the $k$-th powers of the factors. For every $N$,
$$N h_N=\sum_{k=1}^N p_k h_{N-k}.$$
For non-interacting bosons on finitely many levels, this computes canonical partition functions without enumerating occupation states.

## Finitely many levels, commuting factors

The type `ι` labels the levels; degenerate levels have separate labels. Its finiteness makes every sum below finite, so sums may be exchanged (`Finset.sum_comm`). With infinitely many levels all of factor $1$, already $h_1$ diverges. Convergent infinite spectra, such as the full harmonic oscillator, are not covered.

The factors lie in a commutative ring `R`, so they may be numbers or formal variables. Commutativity lets $x_i^k$ be pulled out of a state's weight; without it, the product over levels depends on an ordering.

In Lean 4 with Mathlib:

```lean
import Mathlib

open Finset

namespace IdealBosonRecursion

noncomputable section

variable {ι R : Type*} [Fintype ι] [DecidableEq ι] [CommRing R]

/-- The occupation-number states of `N` bosons distributed over the levels `ι`. -/
def configs (ι : Type*) [Fintype ι] [DecidableEq ι] (N : ℕ) : Finset (ι → ℕ) :=
  Finset.piAntidiag Finset.univ N
```

## No interaction: the weight is a product

A state is a list of occupation numbers $n_i$ with weight $w(n)=\prod_i x_i^{n_i}$. This absence of interaction is built into `weight`, and `completeHomog` and `powerSum` are $h_N$ and $p_k$.

```lean
/-- The weight of an occupation-number state: one factor `x i` for each boson in level `i`. -/
def weight (x : ι → R) (n : ι → ℕ) : R := ∏ i, x i ^ n i

/-- The complete homogeneous symmetric polynomial `h_N` at the Boltzmann factors `x`:
the sum of the weights of all `N`-boson states. -/
def completeHomog (x : ι → R) (N : ℕ) : R := ∑ n ∈ configs ι N, weight x n

/-- The power sum `p_k` of the Boltzmann factors. -/
def powerSum (x : ι → R) (k : ℕ) : R := ∑ i, x i ^ k
```

The product form gives $w(m+k e_i)=x_i^k\,w(m)$, where $e_i$ is one boson in level $i$. An interaction breaks this. On one level, let a pair carry an extra factor $a$, so that $Z_0=1$, $Z_1=x$ and $Z_2=ax^2$. The recursion would demand $2ax^2=2x^2$, which is false for real $x\neq0$ and $a\neq1$.

## Removing no more bosons than there are

Let $1\le k\le N$. Removing $k$ bosons from level $i$ maps the $N$-boson states with $n_i\ge k$ bijectively onto the $(N-k)$-boson states, so
$$\sum_{n:\,n_i\ge k}w(n)=x_i^k h_{N-k}.$$

```lean
/-- A list of occupation numbers is an `N`-boson state exactly when the occupations add up
to `N`. -/
theorem mem_configs {N : ℕ} {n : ι → ℕ} : n ∈ configs ι N ↔ ∑ i, n i = N := by
  simp [configs]

/-- The `N`-boson states with at least `k` bosons in level `i` have total weight
`x_i ^ k * h_(N-k)`. -/
theorem sum_weight_occupation_ge (x : ι → R) (i : ι) {k N : ℕ} (hk : k ≤ N) :
    ∑ n ∈ (configs ι N).filter (fun n => k ≤ n i), weight x n
      = x i ^ k * completeHomog x (N - k) := by
  have hs : ∑ j, (Pi.single i k : ι → ℕ) j = k := by
    simp [Pi.single_apply]
  have hp : ∏ j, x j ^ (Pi.single i k : ι → ℕ) j = x i ^ k := by
    rw [Fintype.prod_eq_single i (fun j hj => by simp [hj])]
    simp
  have hback : ∀ n : ι → ℕ, k ≤ n i → n - Pi.single i k + Pi.single i k = n := by
    intro n hn
    funext j
    simp only [Pi.add_apply, Pi.sub_apply, Pi.single_apply]
    split_ifs with h
    · subst h
      omega
    · omega
  rw [completeHomog, Finset.mul_sum]
  symm
  -- adding `k` bosons to level `i` is inverse to removing them
  refine Finset.sum_nbij' (fun m => m + Pi.single i k) (fun n => n - Pi.single i k)
    ?_ ?_ ?_ ?_ ?_
  · intro m hm
    have hm' := mem_configs.mp hm
    refine Finset.mem_filter.mpr ⟨mem_configs.mpr ?_, ?_⟩
    · simp only [Pi.add_apply, Finset.sum_add_distrib, hs]
      omega
    · simp
  · intro n hn
    obtain ⟨h1, h2⟩ := Finset.mem_filter.mp hn
    have h3 := mem_configs.mp h1
    have h4 : ∑ j, (n - (Pi.single i k : ι → ℕ) : ι → ℕ) j
        + ∑ j, (Pi.single i k : ι → ℕ) j = ∑ j, n j := by
      rw [← Finset.sum_add_distrib]
      exact Finset.sum_congr rfl fun j _ => congrFun (hback n h2) j
    rw [hs, h3] at h4
    exact mem_configs.mpr (Nat.eq_sub_of_add_eq h4)
  · intro m _
    funext j
    simp
  · intro n hn
    exact hback n (Finset.mem_filter.mp hn).2
  · intro m _
    simp only [weight, Pi.add_apply, pow_add, Finset.prod_mul_distrib, hp]
    ring
```

In the proof, `Pi.single i k` is $k e_i$, and `Finset.sum_nbij'` takes addition and removal as inverse maps. The hypothesis `hk : k ≤ N` is needed because subtraction of natural numbers stops at zero: for $N=0$, $k=1$ the left side is an empty sum, while the right side would be $x_i$.

Since $n_i\le N$, the occupation $n_i$ is the number of $k\in\{1,\dots,N\}$ with $k\le n_i$. Hence
$$\sum_n n_i\,w(n)=\sum_{k=1}^N x_i^k h_{N-k}.$$
The proof writes the condition as an `if`, exchanges the sums and counts the allowed $k$.

```lean
/-- The occupation of level `i`, summed over all `N`-boson states with their weights, is
the sum of `x_i ^ k * h_(N-k)` over `k = 1, ..., N`. -/
theorem sum_occupation_mul_weight (x : ι → R) (i : ι) (N : ℕ) :
    ∑ n ∈ configs ι N, (n i : R) * weight x n
      = ∑ k ∈ Finset.Icc 1 N, x i ^ k * completeHomog x (N - k) := by
  have h : ∑ k ∈ Finset.Icc 1 N, x i ^ k * completeHomog x (N - k)
      = ∑ k ∈ Finset.Icc 1 N, ∑ n ∈ configs ι N, if k ≤ n i then weight x n else 0 := by
    refine Finset.sum_congr rfl fun k hk => ?_
    rw [← sum_weight_occupation_ge x i (Finset.mem_Icc.mp hk).2, Finset.sum_filter]
  rw [h, Finset.sum_comm]
  refine Finset.sum_congr rfl fun n hn => ?_
  have hle : n i ≤ N := by
    rw [← mem_configs.mp hn]
    exact Finset.single_le_sum (fun j _ => Nat.zero_le (n j)) (Finset.mem_univ i)
  -- the occupation `n i` counts the integers `k` with `1 ≤ k ≤ n i`
  have hf : (Finset.Icc 1 N).filter (fun k => k ≤ n i) = Finset.Icc 1 (n i) := by
    ext k
    simp only [Finset.mem_filter, Finset.mem_Icc]
    omega
  rw [← Finset.sum_filter, hf, Finset.sum_const, Nat.card_Icc, nsmul_eq_mul,
    Nat.add_sub_cancel]
```

## A fixed particle number

The canonical ensemble fixes $\sum_i n_i=N$. Summing the last identity over $i$ therefore gives $N h_N$ on the left and $\sum_k p_k h_{N-k}$ on the right. The `calc` block follows these steps, using `mem_configs` for the particle number. If states of different totals were mixed, no common factor $N$ could be taken out.

```lean
/-- The recursion for ideal bosons: `N h_N` is the sum of `p_k h_(N-k)` over
`k = 1, ..., N`, for Boltzmann factors in any commutative ring. -/
theorem boson_recursion (x : ι → R) (N : ℕ) :
    (N : R) * completeHomog x N
      = ∑ k ∈ Finset.Icc 1 N, powerSum x k * completeHomog x (N - k) := by
  calc (N : R) * completeHomog x N
      = ∑ n ∈ configs ι N, ∑ i, (n i : R) * weight x n := by
        -- the particle number is the sum of the occupations
        rw [completeHomog, Finset.mul_sum]
        refine Finset.sum_congr rfl fun n hn => ?_
        rw [← Finset.sum_mul, ← Nat.cast_sum, mem_configs.mp hn]
    _ = ∑ i, ∑ n ∈ configs ι N, (n i : R) * weight x n := Finset.sum_comm
    _ = ∑ i, ∑ k ∈ Finset.Icc 1 N, x i ^ k * completeHomog x (N - k) :=
        Finset.sum_congr rfl fun i _ => sum_occupation_mul_weight x i N
    _ = ∑ k ∈ Finset.Icc 1 N, powerSum x k * completeHomog x (N - k) := by
        rw [Finset.sum_comm]
        refine Finset.sum_congr rfl fun k _ => ?_
        rw [powerSum, Finset.sum_mul]
```

## Characteristic zero and the starting value

The recursion determines the sequence if one can divide by $N$ and the vacuum has weight one. Strong induction then works, because the right side involves only smaller particle numbers.

```lean
/-- For zero particles the total weight is one: `h_0 = 1`. -/
theorem completeHomog_zero (x : ι → R) : completeHomog x 0 = 1 := by
  have h : configs ι 0 = {0} := by
    ext n
    simp [mem_configs, funext_iff]
  simp [completeHomog, h, weight]

/-- Over a field of characteristic zero, a sequence that starts at one and obeys the boson
recursion is the sequence `h_N`. -/
theorem eq_completeHomog_of_recursion {K : Type*} [Field K] [CharZero K] (x : ι → K)
    (z : ℕ → K) (h0 : z 0 = 1)
    (hrec : ∀ N : ℕ, N ≠ 0 →
      (N : K) * z N = ∑ k ∈ Finset.Icc 1 N, powerSum x k * z (N - k)) (N : ℕ) :
    z N = completeHomog x N := by
  induction N using Nat.strong_induction_on with
  | _ N ih =>
    by_cases hN : N = 0
    · rw [hN, h0, completeHomog_zero]
    · have hN' : (N : K) ≠ 0 := Nat.cast_ne_zero.mpr hN
      apply mul_left_cancel₀ hN'
      rw [hrec N hN, boson_recursion]
      refine Finset.sum_congr rfl fun k hk => ?_
      have hk' := Finset.mem_Icc.mp hk
      rw [ih (N - k) (by omega)]
```

Without `h0`, the zero sequence also obeys the recursion. Without `CharZero`, take the field with two elements and one level with $x=1$. Then $h_N=1$ for all $N$, but $1,1,0,0,0,\dots$ starts at one and obeys the recursion too.

## Real energies and at least one boson

For real level energies $\varepsilon_i$ and any real $\beta$, `canonicalZ` sums $e^{-\beta E}$ with $E=\sum_i n_i\varepsilon_i$. The exponential factorises, so this is $h_N$ at $x_i=e^{-\beta\varepsilon_i}$. Also $x_i^k=e^{-k\beta\varepsilon_i}$, so $p_k=Z_1(k\beta)$, with $Z_1$ given by `singleZ`.

```lean
/-- The canonical partition function of `N` ideal bosons with level energies `ε` at inverse
temperature `β`. -/
def canonicalZ (ε : ι → ℝ) (β : ℝ) (N : ℕ) : ℝ :=
  ∑ n ∈ configs ι N, Real.exp (-β * ∑ i, (n i : ℝ) * ε i)

/-- The partition function of one particle with level energies `ε`. -/
def singleZ (ε : ι → ℝ) (β : ℝ) : ℝ := ∑ i, Real.exp (-β * ε i)

/-- The canonical partition function is `h_N` at the Boltzmann factors `exp (-β ε_i)`. -/
theorem canonicalZ_eq_completeHomog (ε : ι → ℝ) (β : ℝ) (N : ℕ) :
    canonicalZ ε β N = completeHomog (fun i => Real.exp (-β * ε i)) N := by
  refine Finset.sum_congr rfl fun n _ => ?_
  simp only [weight, ← Real.exp_nat_mul, ← Real.exp_sum]
  congr 1
  rw [Finset.mul_sum]
  exact Finset.sum_congr rfl fun i _ => by ring
```

Dividing by $N$ gives
$$Z_N(\beta)=\frac1N\sum_{k=1}^N Z_1(k\beta)\,Z_{N-k}(\beta).$$
This is where `hN : N ≠ 0` enters. At $N=0$ the left side is $1$, while the sum on the right is empty.

```lean
/-- For `N ≠ 0` the canonical partition function of `N` ideal bosons follows from those of
fewer bosons and the one-particle partition function at inverse temperatures `k β`. -/
theorem canonicalZ_recursion (ε : ι → ℝ) (β : ℝ) {N : ℕ} (hN : N ≠ 0) :
    canonicalZ ε β N
      = 1 / (N : ℝ) * ∑ k ∈ Finset.Icc 1 N, singleZ ε (k * β) * canonicalZ ε β (N - k) := by
  have hN' : (N : ℝ) ≠ 0 := Nat.cast_ne_zero.mpr hN
  -- the `k`-th power of a Boltzmann factor is the Boltzmann factor at `k β`
  have hp : ∀ k : ℕ, singleZ ε (k * β) = powerSum (fun i => Real.exp (-β * ε i)) k := by
    intro k
    refine Finset.sum_congr rfl fun i _ => ?_
    rw [← Real.exp_nat_mul]
    congr 1
    ring
  simp only [hp, canonicalZ_eq_completeHomog]
  rw [← boson_recursion, ← mul_assoc, one_div, inv_mul_cancel₀ hN', one_mul]

end

end IdealBosonRecursion
```

```lean
#print axioms IdealBosonRecursion.eq_completeHomog_of_recursion
#print axioms IdealBosonRecursion.canonicalZ_recursion
```

```
'IdealBosonRecursion.eq_completeHomog_of_recursion' depends on axioms: [propext, Classical.choice, Quot.sound]
'IdealBosonRecursion.canonicalZ_recursion' depends on axioms: [propext, Classical.choice, Quot.sound]
```
